# The overlap integral of two radial Dirac solutions and the boundary values of their Wronskian

In atomic units, with the energy E counted from the rest energy, take the radial Dirac equations in the form P′ = −kP/r + (E − V + 2c²)Q/c and Q′ = kQ/r − (E − V)P/c on r > 0, where P is the large and Q the small component. Let two real solutions (P_a, Q_a) and (P_b, Q_b) share the speed of light c > 0, the angular number k and the potential V, and have energies E_a and E_b. The lemma `overlap_identity` says that (E_a − E_b) ∫₀^∞ (P_a P_b + Q_a Q_b) dr = c (w₁ − w₀), where w₀ and w₁ are the limits of the Wronskian P_a Q_b − Q_a P_b at the origin and at infinity. It assumes that both limits exist and are finite and that the overlap density P_a P_b + Q_a Q_b is integrable; the solutions need not be normalised. The proof gives the Wronskian the value w₀ at the origin, so that it is continuous there from the right, and then integrates its derivative, (E_a − E_b)/c times the overlap density, over the half-line.

In Lean, a first try:

```lean
import Mathlib

open MeasureTheory Filter Set Topology

namespace RadialDiracOrthogonality

noncomputable section

/-- The radial Dirac equations on `r > 0` for the large component `P` and the small component `Q`,
with speed of light `c`, angular number `k`, potential `V` and energy `E` counted from the rest
energy. -/
def IsRadialDirac (c k : ℝ) (V : ℝ → ℝ) (E : ℝ) (P Q : ℝ → ℝ) : Prop :=
  ∀ r, 0 < r →
    HasDerivAt P (-k * P r / r + (E - V r + 2 * c ^ 2) * Q r / c) r ∧
    HasDerivAt Q (k * Q r / r - (E - V r) * P r / c) r

/-- The Wronskian `P_a Q_b - Q_a P_b` of two radial spinors. -/
def wronskian (Pa Qa Pb Qb : ℝ → ℝ) (r : ℝ) : ℝ := Pa r * Qb r - Qa r * Pb r

/-- The overlap density `P_a P_b + Q_a Q_b` of two radial spinors. -/
def overlapDensity (Pa Qa Pb Qb : ℝ → ℝ) (r : ℝ) : ℝ := Pa r * Pb r + Qa r * Qb r

variable {c k Ea Eb : ℝ} {V Pa Qa Pb Qb : ℝ → ℝ}

/-- The Wronskian of two solutions changes at the rate `(E_a - E_b) / c` times their overlap
density. -/
theorem wronskian_hasDerivAt (ha : IsRadialDirac c k V Ea Pa Qa)
    (hb : IsRadialDirac c k V Eb Pb Qb) {r : ℝ} (hr : 0 < r) :
    HasDerivAt (wronskian Pa Qa Pb Qb)
      ((Ea - Eb) / c * overlapDensity Pa Qa Pb Qb r) r := by
  obtain ⟨hPa, hQa⟩ := ha r hr
  obtain ⟨hPb, hQb⟩ := hb r hr
  -- the terms in `k` and `V` cancel
  refine ((hPa.fun_mul hQb).fun_sub (hQa.fun_mul hPb)).congr_deriv ?_
  unfold overlapDensity
  ring

/-- For two solutions with integrable overlap density and finite limits of the Wronskian at both
ends, the energy difference times the overlap integral equals `c` times the difference of the limits
of the Wronskian at infinity and at the origin. -/
theorem overlap_identity (hc : 0 < c) (ha : IsRadialDirac c k V Ea Pa Qa)
    (hb : IsRadialDirac c k V Eb Pb Qb) {w₀ w₁ : ℝ}
    (h₀ : Tendsto (wronskian Pa Qa Pb Qb) (𝓝[>] 0) (𝓝 w₀))
    (h₁ : Tendsto (wronskian Pa Qa Pb Qb) atTop (𝓝 w₁))
    (hint : IntegrableOn (overlapDensity Pa Qa Pb Qb) (Ioi 0)) :
    (Ea - Eb) * ∫ r in Ioi 0, overlapDensity Pa Qa Pb Qb r = c * (w₁ - w₀) := by
  -- extend the Wronskian continuously to the origin
  have hcont : ContinuousWithinAt (Function.update (wronskian Pa Qa Pb Qb) 0 w₀) (Ici 0) 0 :=
    continuousWithinAt_update_same.2 (by rw [Ici_diff_left]; exact h₀)
  have hder : ∀ r ∈ Ioi (0 : ℝ), HasDerivAt (Function.update (wronskian Pa Qa Pb Qb) 0 w₀)
      ((Ea - Eb) / c * overlapDensity Pa Qa Pb Qb r) r := by
    intro r hr
    refine (wronskian_hasDerivAt ha hb hr).congr_of_eventuallyEq ?_
    filter_upwards [Ioi_mem_nhds hr] with x hx
    exact Function.update_of_ne (mem_Ioi.1 hx).ne' _ _
  have hlim : Tendsto (Function.update (wronskian Pa Qa Pb Qb) 0 w₀) atTop (𝓝 w₁) := by
    refine h₁.congr' ?_
    filter_upwards [eventually_gt_atTop 0] with x hx
    exact (Function.update_of_ne hx.ne' _ _).symm
  have key : ∫ r in Ioi 0, (Ea - Eb) / c * overlapDensity Pa Qa Pb Qb r
      = w₁ - Function.update (wronskian Pa Qa Pb Qb) 0 w₀ 0 :=
    integral_Ioi_of_hasDerivAt_of_tendsto hcont hder (Integrable.const_mul hint _) hlim
  rw [integral_const_mul, Function.update_self] at key
  rw [← key]
  field_simp

end

end RadialDiracOrthogonality
```

Messages:

```
Main.lean:49:45: error(lean.unknownIdentifier): Unknown identifier `Ici_diff_left`
Main.lean:49:38: error: unsolved goals
c k Ea Eb : ℝ
V Pa Qa Pb Qb : ℝ → ℝ
hc : 0 < c
ha : IsRadialDirac c k V Ea Pa Qa
hb : IsRadialDirac c k V Eb Pb Qb
w₀ w₁ : ℝ
h₀ : Tendsto (wronskian Pa Qa Pb Qb) (𝓝[>] 0) (𝓝 w₀)
h₁ : Tendsto (wronskian Pa Qa Pb Qb) atTop (𝓝 w₁)
hint : IntegrableOn (overlapDensity Pa Qa Pb Qb) (Ioi 0) volume
⊢ Tendsto (wronskian Pa Qa Pb Qb) (𝓝[Ici 0 \ {0}] 0) (𝓝 w₀)
```

Fix (accepted with no message):

```diff
@@ -47,5 +47,14 @@
   -- extend the Wronskian continuously to the origin
   have hcont : ContinuousWithinAt (Function.update (wronskian Pa Qa Pb Qb) 0 w₀) (Ici 0) 0 :=
-    continuousWithinAt_update_same.2 (by rw [Ici_diff_left]; exact h₀)
+    continuousWithinAt_update_same.2 (by
+      have hset : Ici (0 : ℝ) \ {0} = Ioi 0 := by
+        ext x
+        constructor
+        · intro h
+          exact mem_Ioi.2 (lt_of_le_of_ne (mem_Ici.1 h.1) (fun e => h.2 e.symm))
+        · intro h
+          exact ⟨mem_Ici.2 (mem_Ioi.1 h).le, fun e => (mem_Ioi.1 h).ne' e⟩
+      rw [hset]
+      exact h₀)
   have hder : ∀ r ∈ Ioi (0 : ℝ), HasDerivAt (Function.update (wronskian Pa Qa Pb Qb) 0 w₀)
       ((Ea - Eb) / c * overlapDensity Pa Qa Pb Qb r) r := by
```

Cause. The first message says that Lean finds nothing called `Ici_diff_left`, even with the namespaces opened in this file. The rewrite therefore can't take place, and the second message shows the goal it leaves unsolved.

That goal is the limit of the Wronskian along `𝓝[Ici 0 \ {0}] 0`, that is, as r tends to 0 within the set r ≥ 0 with the point 0 removed. The hypothesis `h₀` gives the same limit along `𝓝[>] 0`, which stands for `𝓝[Ioi 0] 0`. The two sets are equal, but the proof needs that equality in order to rewrite one as the other.

The repair proves it on the spot as `hset`, by checking membership in both directions: a number that is at least 0 and not equal to 0 is positive, and conversely. Then `rw [hset]` turns the goal into the statement of `h₀`, and `exact h₀` closes it.
